# The phase-averaged transmission of a double barrier is its incoherent transmission

If the phase of a particle between two barriers is not controlled, a transmission computed at one chosen phase can be badly wrong. Take two barriers that each reflect with probability 0.9. When the waves from successive round trips add in step, the pair transmits with probability 1; when they alternate in sign, with probability about 0.0028. For a system whose phase is spread evenly over a period, either number misses the average by more than a factor of ten. The problems below find that average and bound the error when the spread is not a full period.

```lean
import Mathlib

namespace DoubleBarrierPhaseAverage

noncomputable section
```

Let \(R_1\) and \(R_2\) be the reflection probabilities of the barriers, both in \([0,1)\). Nothing is absorbed, so barrier \(i\) transmits with probability \(1-R_i\). Let \(\varphi\) be the phase gained in one round trip between the barriers, including the phases picked up on reflection. The coherent transmission is

\[
T(\varphi)=\frac{(1-R_1)(1-R_2)}{1+R_1R_2-2\sqrt{R_1R_2}\,\cos\varphi}.
\]

This formula for a single channel without interactions is the starting point; it is not derived here from the Schrödinger equation. In Lean, the reflectances and the phase are independent real arguments. In a real energy sweep all three change together, whereas here \(R_1\) and \(R_2\) stay fixed while \(\varphi\) varies.

```lean
/-- Coherent transmission of two barriers with reflectances `R₁`, `R₂` in `[0,1)` and
round-trip phase `φ`. -/
def transmission (R₁ R₂ φ : ℝ) : ℝ :=
  (1 - R₁) * (1 - R₂) / (1 + R₁ * R₂ - 2 * Real.sqrt (R₁ * R₂) * Real.cos φ)
```

The second quantity is a number without a phase, whose physical meaning is the subject of part (h):

\[
T_{\rm inc}=\frac{(1-R_1)(1-R_2)}{1-R_1R_2}.
\]

```lean
/-- Incoherent transmission of two barriers with reflectances `R₁`, `R₂` in `[0,1)`. -/
def incoherent (R₁ R₂ : ℝ) : ℝ := (1 - R₁) * (1 - R₂) / (1 - R₁ * R₂)
```

Write \(r=\sqrt{R_1R_2}\) for the amplitude that survives one round trip. The internal echoes sum to \(1/(1-re^{i\varphi})\), which is a positive multiple of \(1-r\cos\varphi+i\,r\sin\varphi\). Its real part is positive for \(0\le r<1\), so its phase is

\[
\theta_r(\varphi)=\arctan\frac{r\sin\varphi}{1-r\cos\varphi}.
\]

Lean takes the arctangent as the definition of `echoPhase`.

```lean
/-- Phase of the summed internal echoes `1 / (1 - r exp(iφ))`, for a round-trip amplitude
`r` in `[0,1)`. -/
def echoPhase (r φ : ℝ) : ℝ := Real.arctan (r * Real.sin φ / (1 - r * Real.cos φ))
```

## (a) The size of the round-trip amplitude

Show that for reflectances in \([0,1)\)

\[
0\le r<1,\qquad r^2=R_1R_2 .
\]

**Solution.** Since \(R_1(1-R_2)\ge 0\), we have \(R_1R_2\le R_1<1\). The product is also non-negative, so its square root is non-negative and squares back to it. If \(r\) were at least 1, then \(r^2\) would be too, which contradicts \(R_1R_2<1\).

The theorem states the three facts together. Its first `nlinarith` call uses the product \(R_1(1-R_2)\), and `Real.sq_sqrt` supplies the square.

```lean
/-- For reflectances in `[0,1)` the round-trip amplitude `√(R₁R₂)` lies in `[0,1)`, and its
square is `R₁R₂`. -/
theorem amplitude_bounds {R₁ R₂ : ℝ} (h₁ : 0 ≤ R₁) (h₁' : R₁ < 1) (h₂ : 0 ≤ R₂)
    (h₂' : R₂ < 1) : 0 ≤ Real.sqrt (R₁ * R₂) ∧ Real.sqrt (R₁ * R₂) < 1 ∧
      Real.sqrt (R₁ * R₂) ^ 2 = R₁ * R₂ := by
  have hp : R₁ * R₂ < 1 := by nlinarith [mul_nonneg h₁ (sub_nonneg.2 h₂'.le)]
  have h0 := Real.sqrt_nonneg (R₁ * R₂)
  have hsq := Real.sq_sqrt (mul_nonneg h₁ h₂)
  exact ⟨h0, by nlinarith, hsq⟩
```

## (b) The sign of the resonance denominator

Show that for \(0\le r<1\) and every real \(\varphi\)

\[
D(\varphi)=1+r^2-2r\cos\varphi>0 .
\]

**Solution.** Rearrange the terms:

\[
D(\varphi)=(1-r)^2+2r(1-\cos\varphi).
\]

The first term is positive and the second is non-negative. These are the two facts handed to `nlinarith`. The transmission is therefore finite at every phase.

```lean
/-- The resonance denominator is positive when the round-trip amplitude lies in `[0,1)`. -/
theorem denominator_pos {r : ℝ} (h0 : 0 ≤ r) (h1 : r < 1) (φ : ℝ) :
    0 < 1 + r ^ 2 - 2 * r * Real.cos φ := by
  nlinarith [mul_nonneg h0 (sub_nonneg.2 (Real.cos_le_one φ)), pow_pos (sub_pos.2 h1) 2]
```

## (c) The slope of the echo phase

Show that for \(0\le r<1\)

\[
\theta_r'(\varphi)=\frac{r\cos\varphi-r^2}{D(\varphi)} .
\]

**Solution.** Put \(N=1-r\cos\varphi\), which is at least \(1-r>0\), and \(u=r\sin\varphi/N\). The quotient rule and \(\sin^2\varphi+\cos^2\varphi=1\) give

\[
u'=\frac{r\cos\varphi\,(1-r\cos\varphi)-r^2\sin^2\varphi}{N^2}
=\frac{r\cos\varphi-r^2}{N^2}.
\]

The same identity gives

\[
1+u^2=\frac{(1-r\cos\varphi)^2+r^2\sin^2\varphi}{N^2}=\frac{D(\varphi)}{N^2}.
\]

Since \(\theta_r=\arctan u\), its derivative is \(u'/(1+u^2)\), and the factors \(N^2\) cancel.

`HasDerivAt` says that the function is differentiable at \(\varphi\) with the stated slope. In the proof, `h` is the chain rule before simplification, `e1` rewrites \(1+u^2\), `e2` rewrites the numerator of \(u'\), and `key` cancels \(N^2\), which is called `b` there; the letter `N` in `key` stands for the numerator \(r\cos\varphi-r^2\).

```lean
/-- Rate of change of the echo phase with the round-trip phase, for a round-trip amplitude
in `[0,1)`. -/
theorem hasDerivAt_echoPhase {r : ℝ} (h0 : 0 ≤ r) (h1 : r < 1) (φ : ℝ) :
    HasDerivAt (echoPhase r)
      ((r * Real.cos φ - r ^ 2) / (1 + r ^ 2 - 2 * r * Real.cos φ)) φ := by
  have hc : 0 < 1 - r * Real.cos φ := by
    nlinarith [mul_nonneg h0 (sub_nonneg.2 (Real.cos_le_one φ))]
  have hb := pow_ne_zero 2 hc.ne'
  have hs : HasDerivAt (fun x => r * Real.sin x) (r * Real.cos φ) φ :=
    (Real.hasDerivAt_sin φ).const_mul r
  have hd : HasDerivAt (fun x => 1 - r * Real.cos x) (r * Real.sin φ) φ :=
    (((Real.hasDerivAt_cos φ).const_mul r).const_sub 1).congr_deriv (by ring)
  have h : HasDerivAt (echoPhase r)
      (1 / (1 + (r * Real.sin φ / (1 - r * Real.cos φ)) ^ 2) *
        ((r * Real.cos φ * (1 - r * Real.cos φ) - r * Real.sin φ * (r * Real.sin φ)) /
          (1 - r * Real.cos φ) ^ 2)) φ := (hs.fun_div hd hc.ne').arctan
  -- sin² + cos² = 1 brings in the resonance denominator
  have e1 : 1 + (r * Real.sin φ / (1 - r * Real.cos φ)) ^ 2 =
      (1 + r ^ 2 - 2 * r * Real.cos φ) / (1 - r * Real.cos φ) ^ 2 := by
    rw [eq_div_iff hb, add_mul, div_pow, div_mul_cancel₀ _ hb, one_mul]
    linear_combination r ^ 2 * Real.sin_sq_add_cos_sq φ
  have e2 : r * Real.cos φ * (1 - r * Real.cos φ) - r * Real.sin φ * (r * Real.sin φ) =
      r * Real.cos φ - r ^ 2 := by
    linear_combination -r ^ 2 * Real.sin_sq_add_cos_sq φ
  have key : ∀ D b N : ℝ, D ≠ 0 → b ≠ 0 → 1 / (D / b) * (N / b) = N / D := by
    intro D b N hD hb
    field_simp
  rw [e1, e2, key _ _ _ (denominator_pos h0 h1 φ).ne' hb] at h
  exact h
```

## (d) The transmission integrated over a phase window

Show that for reflectances in \([0,1)\) and any real \(a\) and \(b\)

\[
\int_a^b T(\varphi)\,d\varphi
=T_{\rm inc}\Bigl[(b-a)+2\bigl(\theta_r(b)-\theta_r(a)\bigr)\Bigr].
\]

**Solution.** By part (c),

\[
1+2\theta_r'(\varphi)=\frac{D(\varphi)+2r\cos\varphi-2r^2}{D(\varphi)}=\frac{1-r^2}{D(\varphi)}.
\]

Because \(r^2=R_1R_2\), multiplication by \(T_{\rm inc}\) cancels the factor \(1-r^2\):

\[
T_{\rm inc}\,\bigl(1+2\theta_r'(\varphi)\bigr)=\frac{(1-R_1)(1-R_2)}{D(\varphi)}=T(\varphi).
\]

So \(T_{\rm inc}\,(\varphi+2\theta_r(\varphi))\) is an antiderivative of \(T\), and its difference between \(b\) and \(a\) is the claim.

The interference is thus contained entirely in the change of the echo phase. In Lean, `generalize` replaces the square root by a plain variable `r` that keeps the properties from part (a). The antiderivative is checked in `hder`, the continuity of the integrand in `hcont`, and the fundamental theorem of calculus then gives the integral. The limits may come in either order, with the usual change of sign.

```lean
/-- For reflectances in `[0,1)`, the transmission integrated over a phase window is the incoherent
value times the sum of the window length and twice the change of the echo phase. -/
theorem integral_transmission {R₁ R₂ : ℝ} (h₁ : 0 ≤ R₁) (h₁' : R₁ < 1) (h₂ : 0 ≤ R₂)
    (h₂' : R₂ < 1) (a b : ℝ) :
    ∫ φ in a..b, transmission R₁ R₂ φ = incoherent R₁ R₂ * ((b - a) +
      2 * (echoPhase (Real.sqrt (R₁ * R₂)) b - echoPhase (Real.sqrt (R₁ * R₂)) a)) := by
  obtain ⟨h0, h1, hsq⟩ := amplitude_bounds h₁ h₁' h₂ h₂'
  unfold transmission incoherent
  generalize Real.sqrt (R₁ * R₂) = r at h0 h1 hsq ⊢
  rw [← hsq]
  have hE : 1 - r ^ 2 ≠ 0 := by nlinarith
  have hD := fun x => (denominator_pos h0 h1 x).ne'
  have hder : ∀ x, HasDerivAt
      (fun y => (1 - R₁) * (1 - R₂) / (1 - r ^ 2) * (y + 2 * echoPhase r y))
      ((1 - R₁) * (1 - R₂) / (1 + r ^ 2 - 2 * r * Real.cos x)) x := by
    intro x
    refine (((hasDerivAt_id' x).fun_add
      ((hasDerivAt_echoPhase h0 h1 x).const_mul 2)).const_mul _).congr_deriv ?_
    have e : 1 + 2 * ((r * Real.cos x - r ^ 2) / (1 + r ^ 2 - 2 * r * Real.cos x)) =
        (1 - r ^ 2) / (1 + r ^ 2 - 2 * r * Real.cos x) := by
      have hcancel := div_mul_cancel₀ (r * Real.cos x - r ^ 2) (hD x)
      rw [eq_div_iff (hD x)]
      linear_combination 2 * hcancel
    rw [e, ← mul_div_assoc, div_mul_cancel₀ _ hE]
  have hcont : Continuous
      (fun x => (1 - R₁) * (1 - R₂) / (1 + r ^ 2 - 2 * r * Real.cos x)) :=
    continuous_const.div (by fun_prop) hD
  rw [intervalIntegral.integral_eq_sub_of_hasDerivAt (fun x _ => hder x)
    (hcont.intervalIntegrable a b)]
  ring
```

## (e) The average over one period

Show that for reflectances in \([0,1)\)

\[
\frac1{2\pi}\int_0^{2\pi}T(\varphi)\,d\varphi=\frac{(1-R_1)(1-R_2)}{1-R_1R_2}.
\]

**Solution.** Set \(a=0\) and \(b=2\pi\) in part (d). The sine vanishes at both ends, so \(\theta_r(0)=\theta_r(2\pi)=0\). The integral is \(2\pi\,T_{\rm inc}\), and division by \(2\pi\) leaves \(T_{\rm inc}\).

For the barriers of the opening example this is \(0.01/0.19\approx0.053\). The theorem writes the closed form out in full, so it can be read without the definition of `incoherent`. The steps `e0` and `e1` are the two vanishing echo phases, and the rest is cancellation of \(2\pi\).

For non-interacting tunnelling through two barriers in a single channel with fixed reflectances, a uniformly distributed phase may therefore be treated by the incoherent formula if only the mean transmission is wanted.

```lean
/-- For reflectances in `[0,1)`, the coherent transmission averaged over one period of the
round-trip phase is the incoherent transmission. -/
theorem phase_average {R₁ R₂ : ℝ} (h₁ : 0 ≤ R₁) (h₁' : R₁ < 1) (h₂ : 0 ≤ R₂)
    (h₂' : R₂ < 1) :
    1 / (2 * Real.pi) * ∫ φ in (0 : ℝ)..(2 * Real.pi), transmission R₁ R₂ φ =
      (1 - R₁) * (1 - R₂) / (1 - R₁ * R₂) := by
  have hpi : 2 * Real.pi ≠ 0 := mul_ne_zero two_ne_zero Real.pi_ne_zero
  -- the echo phase returns to its initial value after a full period
  have e0 : ∀ r, echoPhase r 0 = 0 := fun r => by simp [echoPhase]
  have e1 : ∀ r, echoPhase r (2 * Real.pi) = 0 := fun r => by simp [echoPhase]
  rw [integral_transmission h₁ h₁' h₂ h₂', e0, e1, sub_zero, sub_zero, mul_zero, add_zero,
    mul_comm (incoherent R₁ R₂), ← mul_assoc, one_div, inv_mul_cancel₀ hpi, one_mul,
    incoherent]
```

## (f) The error for a window of any length

Show that for reflectances in \([0,1)\), any real starting phase \(a\) and any length \(L>0\)

\[
\left|\frac1L\int_a^{a+L}T(\varphi)\,d\varphi-T_{\rm inc}\right|\le \frac{2\pi}{L}\,T_{\rm inc}.
\]

**Solution.** Part (d) with \(b=a+L\) gives

\[
\frac1L\int_a^{a+L}T(\varphi)\,d\varphi-T_{\rm inc}
=\frac{2\,T_{\rm inc}}{L}\bigl(\theta_r(a+L)-\theta_r(a)\bigr).
\]

An arctangent lies between \(-\pi/2\) and \(\pi/2\), so the bracket is smaller than \(\pi\) in absolute value. As \(T_{\rm inc}\ge0\), the bound follows.

The relative error is at most \(2\pi/L\), however sharp the resonances are. For windows longer than 100 periods the bound is below one per cent, while for \(L<2\pi\) it exceeds 100 per cent. The true error can be much smaller: \(\theta_r\) has period \(2\pi\), so over any whole number of periods the average is exactly \(T_{\rm inc}\). In the proof, `hb` holds the limits of the arctangent, `hd` the resulting bound on twice the phase change, and `e` the displayed equation.

```lean
/-- For reflectances in `[0,1)`, the average over a phase window of length `L > 0` differs
from the incoherent transmission by at most the fraction `2π/L` of it. -/
theorem window_average {R₁ R₂ L : ℝ} (h₁ : 0 ≤ R₁) (h₁' : R₁ < 1) (h₂ : 0 ≤ R₂)
    (h₂' : R₂ < 1) (hL : 0 < L) (a : ℝ) :
    |1 / L * (∫ φ in a..(a + L), transmission R₁ R₂ φ) - incoherent R₁ R₂| ≤
      incoherent R₁ R₂ * (2 * Real.pi) / L := by
  have hinc : 0 ≤ incoherent R₁ R₂ :=
    div_nonneg (mul_nonneg (by linarith) (by linarith))
      (by nlinarith [mul_nonneg h₁ (sub_nonneg.2 h₂'.le)])
  rw [integral_transmission h₁ h₁' h₂ h₂']
  generalize Real.sqrt (R₁ * R₂) = r
  -- an arctangent stays between -π/2 and π/2
  have hb : ∀ x, -(Real.pi / 2) < echoPhase r x ∧ echoPhase r x < Real.pi / 2 :=
    fun x => ⟨Real.neg_pi_div_two_lt_arctan _, Real.arctan_lt_pi_div_two _⟩
  have hd : |2 * (echoPhase r (a + L) - echoPhase r a)| ≤ 2 * Real.pi :=
    abs_le.2 ⟨by linarith [(hb a).2, (hb (a + L)).1], by linarith [(hb a).1, (hb (a + L)).2]⟩
  have hLi : 1 / L * L = 1 := by rw [one_div, inv_mul_cancel₀ hL.ne']
  have e : 1 / L * (incoherent R₁ R₂ * ((a + L - a) +
      2 * (echoPhase r (a + L) - echoPhase r a))) - incoherent R₁ R₂ =
      incoherent R₁ R₂ * (2 * (echoPhase r (a + L) - echoPhase r a)) / L := by
    linear_combination incoherent R₁ R₂ * hLi
  rw [e, abs_div, abs_mul, abs_of_nonneg hinc, abs_of_pos hL]
  gcongr
```

## (g) Peak and valley

Show that for reflectances in \([0,1)\) and every real \(\varphi\)

\[
T(\pi)\le T(\varphi)\le T(0),\qquad T(0)\,T(\pi)=T_{\rm inc}^2 .
\]

**Solution.** The numerator \(A=(1-R_1)(1-R_2)\) does not depend on the phase. Since \(-1\le\cos\varphi\le1\), the denominator lies between \(D(0)=(1-r)^2\) and \(D(\pi)=(1+r)^2\). A larger denominator gives a smaller transmission, which proves the inequalities. For the product,

\[
T(0)\,T(\pi)=\frac{A^2}{(1-r)^2(1+r)^2}=\left(\frac{A}{1-r^2}\right)^2=T_{\rm inc}^2 .
\]

Together with part (e), this makes the phase average the geometric mean of the highest and lowest transmission. The highest value need not be 1. If either reflectance is zero, \(T\) is constant and all three values agree.

The proof has one branch for each inequality and one for the product. The first two compare denominators by `div_le_div_of_nonneg_left`; the last inserts the cosines at \(0\) and \(\pi\) and finishes with `ring`.

```lean
/-- For reflectances in `[0,1)`, the transmission is lowest at phase `π` and highest at
phase `0`, and the product of these two values is the square of the incoherent one. -/
theorem peak_mul_valley {R₁ R₂ : ℝ} (h₁ : 0 ≤ R₁) (h₁' : R₁ < 1) (h₂ : 0 ≤ R₂)
    (h₂' : R₂ < 1) :
    (∀ φ, transmission R₁ R₂ Real.pi ≤ transmission R₁ R₂ φ ∧
      transmission R₁ R₂ φ ≤ transmission R₁ R₂ 0) ∧
    transmission R₁ R₂ 0 * transmission R₁ R₂ Real.pi = incoherent R₁ R₂ ^ 2 := by
  obtain ⟨h0, h1, hsq⟩ := amplitude_bounds h₁ h₁' h₂ h₂'
  have hA : 0 ≤ (1 - R₁) * (1 - R₂) := mul_nonneg (by linarith) (by linarith)
  unfold transmission incoherent
  generalize Real.sqrt (R₁ * R₂) = r at h0 h1 hsq ⊢
  rw [← hsq]
  refine ⟨fun φ => ⟨?_, ?_⟩, ?_⟩
  · refine div_le_div_of_nonneg_left hA (denominator_pos h0 h1 φ) ?_
    rw [Real.cos_pi]
    nlinarith [mul_nonneg h0 (neg_le_iff_add_nonneg.1 (Real.neg_one_le_cos φ))]
  · refine div_le_div_of_nonneg_left hA (denominator_pos h0 h1 0) ?_
    rw [Real.cos_zero]
    nlinarith [mul_nonneg h0 (sub_nonneg.2 (Real.cos_le_one φ))]
  · rw [Real.cos_zero, Real.cos_pi, div_mul_div_comm, div_pow]
    congr 1 <;> ring
```

## (h) Adding probabilities path by path

A particle crosses the first barrier, makes \(n\) round trips between the two, and leaves through the second. Show that, if probabilities are added instead of amplitudes, then for reflectances in \([0,1)\)

\[
\sum_{n=0}^{\infty}(1-R_1)(R_1R_2)^n(1-R_2)=T_{\rm inc}.
\]

**Solution.** Each round trip contains one reflection at each barrier and so contributes a factor \(R_1R_2\), which is below 1 by part (a). The geometric series gives

\[
(1-R_1)(1-R_2)\sum_{n=0}^{\infty}(R_1R_2)^n=\frac{(1-R_1)(1-R_2)}{1-R_1R_2}.
\]

This justifies the name of \(T_{\rm inc}\): it is the transmission of a particle that keeps no memory of its phase. If a reflectance is zero, only the direct path \(n=0\) contributes.

`HasSum` states that the series converges to the given number. The proof moves the two transmission factors to the front in `e` and applies the geometric series from Mathlib.

```lean
/-- For reflectances in `[0,1)`, the probabilities of crossing both barriers after `n`
internal round trips add up to the incoherent transmission. -/
theorem hasSum_probabilities {R₁ R₂ : ℝ} (h₁ : 0 ≤ R₁) (h₁' : R₁ < 1) (h₂ : 0 ≤ R₂)
    (h₂' : R₂ < 1) :
    HasSum (fun n : ℕ => (1 - R₁) * (R₁ * R₂) ^ n * (1 - R₂)) (incoherent R₁ R₂) := by
  have hp : R₁ * R₂ < 1 := by nlinarith [mul_nonneg h₁ (sub_nonneg.2 h₂'.le)]
  have e : (fun n : ℕ => (1 - R₁) * (R₁ * R₂) ^ n * (1 - R₂)) =
      fun n : ℕ => (1 - R₁) * (1 - R₂) * (R₁ * R₂) ^ n := by
    funext n
    ring
  rw [e, incoherent, div_eq_mul_inv]
  exact (hasSum_geometric_of_lt_one (mul_nonneg h₁ h₂) hp).mul_left _

end

end DoubleBarrierPhaseAverage
```

```lean
#print axioms DoubleBarrierPhaseAverage.phase_average
-- 'DoubleBarrierPhaseAverage.phase_average' depends on axioms: [propext, Classical.choice, Quot.sound]
#print axioms DoubleBarrierPhaseAverage.window_average
-- 'DoubleBarrierPhaseAverage.window_average' depends on axioms: [propext, Classical.choice, Quot.sound]
#print axioms DoubleBarrierPhaseAverage.peak_mul_valley
-- 'DoubleBarrierPhaseAverage.peak_mul_valley' depends on axioms: [propext, Classical.choice, Quot.sound]
#print axioms DoubleBarrierPhaseAverage.hasSum_probabilities
-- 'DoubleBarrierPhaseAverage.hasSum_probabilities' depends on axioms: [propext, Classical.choice, Quot.sound]
```
